# Thermal averages of four creation or annihilation operators factorise into pairs for finitely many non-interacting fermion modes

**Q:** Take electrons in a thermal mean-field state. Their interaction energy contains averages of four fermion operators. Evaluated directly, each is a trace over 2^N occupation states for N modes, which is hopeless already for moderate N. Pair averages would save me, but does your formal statement really describe that state?

**A:** It does for a one-body Hamiltonian on finitely many modes, in the grand canonical ensemble. The claim, for b₁,…,b₄ linear in all annihilation and creation operators, is

⟨b₁b₂b₃b₄⟩ = ⟨b₁b₂⟩⟨b₃b₄⟩ − ⟨b₁b₃⟩⟨b₂b₄⟩ + ⟨b₁b₄⟩⟨b₂b₃⟩.

In the code, `n` labels modes and `d` labels basis states.

```lean
import Mathlib

open Matrix
open scoped ComplexOrder

namespace ThermalWick

noncomputable section

variable {n d : Type*} [Fintype n] [DecidableEq n] [Fintype d] [DecidableEq d]
```

**Q:** What makes the matrices fermionic?

**A:** The anticommutation relations, which encode antisymmetry and Pauli exclusion. Creation operators are the conjugate transposes, a_p† = `(a p)ᴴ`.

```lean
/-- The canonical anticommutation relations for annihilation matrices `a p`, with the
conjugate transposes `(a p)ᴴ` as creation matrices. -/
structure IsCAR (a : n → Matrix d d ℂ) : Prop where
  anti : ∀ p q, a p * a q + a q * a p = 0
  mixed : ∀ p q, a p * (a q)ᴴ + (a q)ᴴ * a p = if p = q then 1 else 0
```

**Q:** And where is the temperature?

**A:** Inside h, the one-particle energy matrix measured from the chemical potential and divided by k_BT. Then H = Σ h_pq a_p†a_q, R = exp(−H) and ⟨X⟩ = tr(RX)/tr(R).

```lean
/-- The one-body Hamiltonian `∑ h p q c_p a_q`, where `c_p` is the adjoint of `a_p`. -/
def hamiltonian (h : Matrix n n ℂ) (a : n → Matrix d d ℂ) : Matrix d d ℂ :=
  ∑ p, ∑ q, h p q • ((a p)ᴴ * a q)

/-- The unnormalised Gibbs operator `exp (-H)`. -/
def gibbs (h : Matrix n n ℂ) (a : n → Matrix d d ℂ) : Matrix d d ℂ :=
  NormedSpace.exp (-hamiltonian h a)

/-- The thermal average `tr (R X) / tr R` with the Gibbs operator `R`, meant for `tr R ≠ 0`. -/
def thermal (h : Matrix n n ℂ) (a : n → Matrix d d ℂ) (X : Matrix d d ℂ) : ℂ :=
  (gibbs h a * X).trace / (gibbs h a).trace
```

**Q:** May one factor mix a's and a†'s?

**A:** Yes, `modeSpace` is their complex span. `contract` does the bookkeeping of signs: for factors x₁, x₂, x₃ and a number φ(x) for each, it gives

φ(x₁)x₂x₃ − φ(x₂)x₁x₃ + φ(x₃)x₁x₂.

```lean
/-- The operators that are linear in all annihilation and creation operators. -/
def modeSpace (a : n → Matrix d d ℂ) : Submodule ℂ (Matrix d d ℂ) :=
  Submodule.span ℂ (Set.range a ∪ Set.range fun p => (a p)ᴴ)

/-- The alternating sum, over the factors `x` of a product, of the number `φ x` times the
product of the remaining factors; the first factor has the sign plus. -/
def contract (φ : Matrix d d ℂ → ℂ) : List (Matrix d d ℂ) → Matrix d d ℂ
  | [] => 0
  | x :: L => φ x • L.prod - x * contract φ L
```

**Q:** Derive it for me, then. Where does H enter?

**A:** Through its commutators with single operators. Moving a_r† or a_r to the left gives

a_p†a_q a_r† = a_r†a_p†a_q + δ_qr a_p†
a_p†a_q a_r = a_r a_p†a_q − δ_pr a_q.

Multiplying by h_pq and summing,

[H, a_r†] = Σ_p h_pr a_p†, [H, a_r] = −Σ_q h_rq a_q.

The two lemmas prove the products as `key`, then sum.

```lean
/-- For CAR matrices, commuting the Hamiltonian past a creation operator gives a linear
combination of creation operators with coefficients from `h`. -/
theorem hamiltonian_mul_creation {a : n → Matrix d d ℂ} (hC : IsCAR a) (h : Matrix n n ℂ)
    (r : n) : hamiltonian h a * (a r)ᴴ = (a r)ᴴ * hamiltonian h a + ∑ p, h p r • (a p)ᴴ := by
  have key : ∀ p q, (a p)ᴴ * a q * (a r)ᴴ
      = (a r)ᴴ * ((a p)ᴴ * a q) + if q = r then (a p)ᴴ else 0 := by
    intro p q
    have h1 := hC.mixed q r
    have h2 : (a p)ᴴ * (a r)ᴴ + (a r)ᴴ * (a p)ᴴ = 0 := by
      simpa using congrArg conjTranspose (hC.anti r p)
    split_ifs at h1 ⊢ <;>
      linear_combination (norm := noncomm_ring) (a p)ᴴ * h1 - h2 * a q
  unfold hamiltonian
  rw [Finset.sum_mul, Finset.mul_sum, ← Finset.sum_add_distrib]
  refine Finset.sum_congr rfl fun p _ => ?_
  rw [Finset.sum_mul, Finset.mul_sum]
  simp_rw [smul_mul_assoc, key, mul_smul_comm, smul_add, Finset.sum_add_distrib]
  simp

/-- For CAR matrices, commuting the Hamiltonian past an annihilation operator gives minus a
linear combination of annihilation operators with coefficients from `h`. -/
theorem hamiltonian_mul_annihilation {a : n → Matrix d d ℂ} (hC : IsCAR a) (h : Matrix n n ℂ)
    (r : n) : hamiltonian h a * a r = a r * hamiltonian h a - ∑ q, h r q • a q := by
  have key : ∀ p q, (a p)ᴴ * a q * a r
      = a r * ((a p)ᴴ * a q) - if r = p then a q else 0 := by
    intro p q
    have h1 := hC.mixed r p
    have h2 := hC.anti q r
    split_ifs at h1 ⊢ <;>
      linear_combination (norm := noncomm_ring) (a p)ᴴ * h2 - h1 * a q
  unfold hamiltonian
  rw [Finset.sum_comm, Finset.sum_mul, Finset.mul_sum, ← Finset.sum_sub_distrib]
  refine Finset.sum_congr rfl fun q _ => ?_
  rw [Finset.sum_mul, Finset.mul_sum]
  simp_rw [smul_mul_assoc, key, mul_smul_comm, smul_sub, Finset.sum_sub_distrib]
  simp
```

**Q:** R is an exponential, though.

**A:** Suppose [H,u] = ωu. Then u(−H) = (ω−H)u, so u(−H)^k = (ω−H)^k u for every k. Summing the exponential series gives

uR = e^ω Ru.

```lean
/-- If `[H, u] = ω u`, then moving `u` through `exp (-H)` costs the factor `exp ω`. -/
theorem eigenmode_mul_exp {H u : Matrix d d ℂ} {ω : ℂ} (hu : H * u = u * H + ω • u) :
    u * NormedSpace.exp (-H) = Complex.exp ω • (NormedSpace.exp (-H) * u) := by
  have hs : ∀ M : Matrix d d ℂ,
      HasSum (fun k : ℕ => (k.factorial : ℂ)⁻¹ • M ^ k) (NormedSpace.exp M) := by
    intro M
    let : NormedRing (Matrix d d ℂ) := Matrix.linftyOpNormedRing
    let : NormedAlgebra ℂ (Matrix d d ℂ) := Matrix.linftyOpNormedAlgebra
    exact NormedSpace.exp_series_hasSum_exp' (𝕂 := ℂ) M
  have h1 : SemiconjBy u (-H) (ω • 1 + -H) := by
    show u * -H = (ω • 1 + -H) * u
    rw [add_mul, smul_mul_assoc, one_mul, neg_mul, hu, mul_neg]
    abel
  -- the intertwining relation passes to every power, hence to the exponential series
  have h2 : u * NormedSpace.exp (-H) = NormedSpace.exp (ω • 1 + -H) * u := by
    have hA := (hs (-H)).mul_left u
    have hB := (hs (ω • 1 + -H)).mul_right u
    have e : (fun k : ℕ => u * ((k.factorial : ℂ)⁻¹ • (-H) ^ k))
        = fun k : ℕ => ((k.factorial : ℂ)⁻¹ • (ω • 1 + -H) ^ k) * u := by
      funext k
      rw [mul_smul_comm, smul_mul_assoc, (h1.pow_right k).eq]
    rw [e] at hA
    exact hA.unique hB
  have h3 : NormedSpace.exp (ω • (1 : Matrix d d ℂ)) = Complex.exp ω • 1 := by
    have hB := (NormedSpace.exp_series_hasSum_exp' (𝕂 := ℂ) ω).smul_const (1 : Matrix d d ℂ)
    rw [← Complex.exp_eq_exp_ℂ] at hB
    refine (hs _).unique ?_
    convert hB using 2 with k
    rw [smul_pow, one_pow, smul_smul, smul_eq_mul]
  rw [h2, Matrix.exp_add_of_commute _ _ ((Commute.one_left (-H)).smul_left ω), h3,
    smul_mul_assoc, one_mul, smul_mul_assoc]
```

**Q:** A general operator isn't such an eigenmode.

**A:** It is a sum of them. Write g_p for the a_p† or for the a_p; commutation with H acts on them through a Hermitian matrix k, equal to h or −hᵀ. Let the columns of a unitary U be eigenvectors of k, with real eigenvalues ω_j. Then

u_j = Σ_i U_ij g_i, [H,u_j] = ω_j u_j, g_p = Σ_j U_pj* u_j.

Put w_j = u_j/(1+e^ω_j), whose denominator is positive. Then

Rw_j + w_jR = (1+e^ω_j)Rw_j = Ru_j.

By linearity, every b in `modeSpace` has a u in `modeSpace` with Rb = Ru + uR. From here on u means this operator, which need not be an eigenmode.

```lean
/-- If commutation with `H` acts on the operators `g p` through a Hermitian matrix `k`, then
`R g_p = R w + w R` for some linear combination `w` of the `g`'s, where `R = exp (-H)`. -/
theorem exists_thermal_split {H : Matrix d d ℂ} {k : Matrix n n ℂ} (hk : k.IsHermitian)
    {g : n → Matrix d d ℂ} (hg : ∀ r, H * g r = g r * H + ∑ p, k p r • g p) (p : n) :
    ∃ w ∈ Submodule.span ℂ (Set.range g),
      NormedSpace.exp (-H) * w + w * NormedSpace.exp (-H) = NormedSpace.exp (-H) * g p := by
  obtain ⟨U, hU, hcol⟩ : ∃ U : Matrix n n ℂ, U * star U = 1 ∧
      ∀ j, ∃ μ : ℝ, k *ᵥ (fun i => U i j) = μ • (fun i => U i j) := by
    refine ⟨hk.eigenvectorUnitary, mem_unitaryGroup_iff.1 hk.eigenvectorUnitary.2,
      fun j => ⟨hk.eigenvalues j, ?_⟩⟩
    have e : (fun i => (hk.eigenvectorUnitary : Matrix n n ℂ) i j)
        = (hk.eigenvectorBasis j).ofLp := funext fun i => hk.eigenvectorUnitary_apply i j
    rw [e]
    exact hk.mulVec_eigenvectorBasis j
  -- expand `g p` in eigenmodes
  have hexp : g p = ∑ j, star (U p j) • ∑ i, U i j • g i := by
    have hδ : ∀ i, ∑ j, star (U p j) * U i j = if i = p then 1 else 0 := by
      intro i
      have := congrFun (congrFun hU i) p
      rw [Matrix.mul_apply, Matrix.one_apply] at this
      rw [← this]
      exact Finset.sum_congr rfl fun j _ => by rw [Matrix.star_apply, mul_comm]
    simp_rw [Finset.smul_sum, smul_smul]
    rw [Finset.sum_comm]
    simp_rw [← Finset.sum_smul, hδ]
    simp
  let E := NormedSpace.exp (-H)
  let S := ((Submodule.span ℂ (Set.range g)).map
    (LinearMap.mulLeft ℂ E + LinearMap.mulRight ℂ E)).comap (LinearMap.mulLeft ℂ E)
  suffices hS : g p ∈ S by
    obtain ⟨w, hw, e⟩ := hS
    exact ⟨w, hw, e⟩
  rw [hexp]
  refine S.sum_mem fun j _ => S.smul_mem _ ?_
  obtain ⟨μ, hμ⟩ := hcol j
  have hv : ∀ q, ∑ r, k q r * U r j = (μ : ℂ) * U q j := fun q => by
    simpa [Matrix.mulVec, dotProduct] using congrFun hμ q
  have hu : H * (∑ i, U i j • g i)
      = (∑ i, U i j • g i) * H + (μ : ℂ) • ∑ i, U i j • g i := by
    rw [Finset.mul_sum, Finset.sum_mul]
    simp_rw [mul_smul_comm, hg, smul_add, smul_mul_assoc, Finset.sum_add_distrib]
    congr 1
    simp_rw [Finset.smul_sum, smul_smul]
    rw [Finset.sum_comm]
    refine Finset.sum_congr rfl fun q _ => ?_
    rw [← Finset.sum_smul, ← hv q]
    congr 1
    exact Finset.sum_congr rfl fun r _ => mul_comm _ _
  have hne : 1 + Complex.exp (μ : ℂ) ≠ 0 := by
    rw [← Complex.ofReal_exp]
    exact_mod_cast (by positivity : (1 + Real.exp μ) ≠ 0)
  refine ⟨(1 + Complex.exp (μ : ℂ))⁻¹ • ∑ i, U i j • g i, Submodule.smul_mem _ _
    (Submodule.sum_mem _ fun i _ => Submodule.smul_mem _ _ (Submodule.subset_span ⟨i, rfl⟩)), ?_⟩
  show E * (_ • _) + (_ • _) * E = E * _
  rw [mul_smul_comm, smul_mul_assoc, eigenmode_mul_exp hu, ← smul_add]
  have e : ∀ X : Matrix d d ℂ, X + Complex.exp (μ : ℂ) • X = (1 + Complex.exp (μ : ℂ)) • X :=
    fun X => by rw [add_smul, one_smul]
  rw [e, inv_smul_smul₀ hne]
```

**Q:** What does u buy you?

**A:** Its anticommutator with any linear x is a number, {u,x} = ux + xu = s·1. This holds for the generators and extends to the span, one argument at a time.

```lean
omit [Fintype n] in
/-- For CAR matrices, the anticommutator of two operators linear in the modes is a number. -/
theorem anticommutator_scalar {a : n → Matrix d d ℂ} (hC : IsCAR a) {u x : Matrix d d ℂ}
    (hu : u ∈ modeSpace a) (hx : x ∈ modeSpace a) : ∃ s : ℂ, u * x + x * u = s • 1 := by
  let I := Submodule.span ℂ {(1 : Matrix d d ℂ)}
  have hδ : ∀ p q, a p * (a q)ᴴ + (a q)ᴴ * a p ∈ I := by
    intro p q
    rw [hC.mixed]
    split_ifs
    · exact Submodule.mem_span_singleton_self _
    · exact I.zero_mem
  have gen : ∀ y ∈ Set.range a ∪ Set.range (fun p => (a p)ᴴ),
      ∀ z ∈ Set.range a ∪ Set.range (fun p => (a p)ᴴ), y * z + z * y ∈ I := by
    rintro _ (⟨p, rfl⟩ | ⟨p, rfl⟩) _ (⟨q, rfl⟩ | ⟨q, rfl⟩)
    · rw [hC.anti]
      exact I.zero_mem
    · exact hδ p q
    · have := hδ q p
      rw [add_comm] at this
      exact this
    · have h0 : (a p)ᴴ * (a q)ᴴ + (a q)ᴴ * (a p)ᴴ = 0 := by
        simpa using congrArg conjTranspose (hC.anti q p)
      show (a p)ᴴ * (a q)ᴴ + (a q)ᴴ * (a p)ᴴ ∈ I
      rw [h0]
      exact I.zero_mem
  -- extend from the generators to the span, one argument at a time
  have step : ∀ z, (∀ y ∈ Set.range a ∪ Set.range (fun p => (a p)ᴴ), y * z + z * y ∈ I) →
      ∀ y ∈ modeSpace a, y * z + z * y ∈ I := fun z hz y hy =>
    (Submodule.span_le (p := I.comap (LinearMap.mulRight ℂ z + LinearMap.mulLeft ℂ z))).2
      (fun y hy => hz y hy) hy
  have hmem : u * x + x * u ∈ I := step x (fun y hy => by
    rw [add_comm]
    exact step y (fun z hz => gen z hz y hy) x hx) u hu
  obtain ⟨s, hs⟩ := Submodule.mem_span_singleton.1 hmem
  exact ⟨s, hs.symm⟩
```

We also need tr R ≠ 0. With S = exp(−H/2), Hermitian and invertible, R = S†S, so tr R = Σ|S_ij|² > 0.

```lean
omit [DecidableEq n] in
/-- For Hermitian `h` on a state space of positive dimension, the partition function is
nonzero. -/
theorem partition_ne_zero [Nonempty d] {h : Matrix n n ℂ} (hh : h.IsHermitian)
    (a : n → Matrix d d ℂ) : (gibbs h a).trace ≠ 0 := by
  have hH : (hamiltonian h a)ᴴ = hamiltonian h a := by
    unfold hamiltonian
    simp only [conjTranspose_sum, conjTranspose_smul, conjTranspose_mul,
      conjTranspose_conjTranspose]
    rw [Finset.sum_comm]
    exact Finset.sum_congr rfl fun q _ => Finset.sum_congr rfl fun p _ => by rw [hh.apply]
  -- write the Gibbs operator as `Sᴴ S` with `S = exp (-H/2)` invertible
  obtain ⟨K, hKd⟩ : ∃ K, K = (-(1 / 2) : ℂ) • hamiltonian h a := ⟨_, rfl⟩
  have hK : Kᴴ = K := by
    rw [hKd, conjTranspose_smul, hH]
    simp
  have hR : gibbs h a = (NormedSpace.exp K)ᴴ * NormedSpace.exp K := by
    rw [← Matrix.exp_conjTranspose, hK, ← Matrix.exp_add_of_commute K K (Commute.refl K)]
    unfold gibbs
    congr 1
    rw [hKd]
    module
  intro h0
  rw [hR, trace_conjTranspose_mul_self_eq_zero_iff] at h0
  have hunit := Matrix.isUnit_exp K
  rw [h0] at hunit
  exact not_isUnit_zero hunit
```

Finally, using ux = {u,x} − xu repeatedly carries u through a product, with one sign change per factor. Lean does this by induction on the list.

```lean
/-- If the anticommutator of `u` with each factor `x` of a product is the number `φ x`, then `u`
moves from the left of the product to the right, leaving the contractions and a sign. -/
theorem pull_through (u : Matrix d d ℂ) (φ : Matrix d d ℂ → ℂ) (L : List (Matrix d d ℂ))
    (hφ : ∀ x ∈ L, u * x + x * u = φ x • 1) :
    u * L.prod = contract φ L + (-1 : ℂ) ^ L.length • (L.prod * u) := by
  induction L with
  | nil => simp [contract]
  | cons x L ih =>
    have hx : u * x = φ x • 1 - x * u := eq_sub_of_add_eq (hφ x (by simp))
    have ih' := ih fun y hy => hφ y (by simp [hy])
    rw [List.prod_cons, contract, ← mul_assoc, hx, sub_mul, smul_mul_assoc, one_mul,
      mul_assoc x u, ih', mul_add, mul_smul_comm, List.length_cons, pow_succ,
      mul_assoc x L.prod]
    module
```

**Q:** And the averages?

**A:** For any matrix P, cyclicity of the trace gives

tr(RbP) = tr(RuP) + tr(uRP) = tr(R(uP+Pu)).

Taking P = x shows {u,x} = ⟨bx⟩·1. Now let P = x₁⋯x_m with m odd. Pulling u through gives uP = (contractions) − Pu, so uP + Pu is exactly the contractions:

⟨bx₁⋯x_m⟩ = Σ_j (−1)^(j−1) ⟨bx_j⟩⟨product without x_j⟩.

`wick_recursion` states this for CAR matrices, Hermitian h and nonempty `d`.

```lean
/-- Thermal Wick theorem: for CAR matrices of positive size and Hermitian `h`, the average of `b`
times an odd number of further factors, all linear in the modes, is the alternating sum of the
pair averages of `b` with one factor times the average of the remaining product. -/
theorem wick_recursion [Nonempty d] {a : n → Matrix d d ℂ} (hC : IsCAR a) {h : Matrix n n ℂ}
    (hh : h.IsHermitian) {b : Matrix d d ℂ} (hb : b ∈ modeSpace a) (L : List (Matrix d d ℂ))
    (hL : ∀ x ∈ L, x ∈ modeSpace a) (hodd : Odd L.length) :
    thermal h a (b * L.prod) = thermal h a (contract (fun x => thermal h a (b * x)) L) := by
  -- split `R b = R u + u R` with `u` linear in the modes
  obtain ⟨u, hu, hR⟩ : ∃ u ∈ modeSpace a, gibbs h a * u + u * gibbs h a = gibbs h a * b := by
    let S := ((modeSpace a).map (LinearMap.mulLeft ℂ (gibbs h a) +
      LinearMap.mulRight ℂ (gibbs h a))).comap (LinearMap.mulLeft ℂ (gibbs h a))
    have hS : modeSpace a ≤ S := by
      refine Submodule.span_le.2 ?_
      rintro _ (⟨p, rfl⟩ | ⟨p, rfl⟩)
      · obtain ⟨w, hw, e⟩ := exists_thermal_split (k := -hᵀ) hh.transpose.neg
          (fun r => by
            rw [hamiltonian_mul_annihilation hC h r]
            simp [sub_eq_add_neg]) p
        exact ⟨w, Submodule.span_mono Set.subset_union_left hw, e⟩
      · obtain ⟨w, hw, e⟩ := exists_thermal_split (g := fun p => (a p)ᴴ) hh
          (hamiltonian_mul_creation hC h) p
        exact ⟨w, Submodule.span_mono Set.subset_union_right hw, e⟩
    obtain ⟨u, hu, e⟩ := hS hb
    exact ⟨u, hu, e⟩
  -- cyclicity of the trace turns `b` into an anticommutator with `u`
  have key : ∀ P, (gibbs h a * (b * P)).trace = (gibbs h a * (u * P + P * u)).trace := by
    intro P
    rw [← mul_assoc, ← hR, add_mul, trace_add, mul_assoc u, trace_mul_comm u, mul_add,
      trace_add, mul_assoc, mul_assoc]
  have hφ : ∀ x ∈ L, u * x + x * u = thermal h a (b * x) • 1 := by
    intro x hx
    obtain ⟨s, hs⟩ := anticommutator_scalar hC hu (hL x hx)
    have ht : thermal h a (b * x) = s := by
      unfold thermal
      rw [key, hs, mul_smul_comm, mul_one, trace_smul, smul_eq_mul,
        mul_div_cancel_right₀ _ (partition_ne_zero hh a)]
    rw [ht, hs]
  have hp := pull_through u (fun x => thermal h a (b * x)) L hφ
  rw [hodd.neg_one_pow, neg_one_smul] at hp
  have hsum : u * L.prod + L.prod * u = contract (fun x => thermal h a (b * x)) L := by
    rw [hp, neg_add_cancel_right]
  rw [← hsum]
  unfold thermal
  rw [key]
```

With m = 3 it becomes the four-operator formula. These are equal-time averages; no time-ordered product appears.

```lean
/-- Four-operator Wick theorem: for CAR matrices of positive size and Hermitian `h`, the thermal
average of four operators linear in the modes is the signed sum over the three pairings. -/
theorem wick_four [Nonempty d] {a : n → Matrix d d ℂ} (hC : IsCAR a) {h : Matrix n n ℂ}
    (hh : h.IsHermitian) {b₁ b₂ b₃ b₄ : Matrix d d ℂ} (h₁ : b₁ ∈ modeSpace a)
    (h₂ : b₂ ∈ modeSpace a) (h₃ : b₃ ∈ modeSpace a) (h₄ : b₄ ∈ modeSpace a) :
    thermal h a (b₁ * b₂ * b₃ * b₄) =
      thermal h a (b₁ * b₂) * thermal h a (b₃ * b₄)
      - thermal h a (b₁ * b₃) * thermal h a (b₂ * b₄)
      + thermal h a (b₁ * b₄) * thermal h a (b₂ * b₃) := by
  have hsub : ∀ X Y, thermal h a (X - Y) = thermal h a X - thermal h a Y := fun X Y => by
    unfold thermal
    rw [mul_sub, trace_sub, sub_div]
  have hsmul : ∀ (s : ℂ) X, thermal h a (s • X) = s * thermal h a X := fun s X => by
    unfold thermal
    rw [mul_smul_comm, trace_smul, smul_eq_mul, mul_div_assoc]
  have hw := wick_recursion hC hh h₁ [b₂, b₃, b₄] (by simp [h₂, h₃, h₄]) ⟨1, rfl⟩
  simp only [contract, List.prod_cons, List.prod_nil, mul_one, mul_zero, sub_zero, mul_sub,
    mul_smul_comm, hsub, hsmul] at hw
  rw [mul_assoc, mul_assoc, hw]
  ring
```

**Q:** Show me my interaction energy.

**A:** In finite-temperature Hartree–Fock, R comes from the mean-field one-body matrix. Each interaction term needs

⟨a_p†a_q†a_s a_r⟩ = ⟨a_p†a_r⟩⟨a_q†a_s⟩ − ⟨a_p†a_s⟩⟨a_q†a_r⟩,

the direct and exchange parts. The remaining pairing contains ⟨a_p†a_q†⟩, which vanishes because H conserves particle number. The pair averages need no trace over 2^N states either: with the eigenvalues ω_j of h and its eigenvectors as the columns of U, the relation {u,x} = ⟨bx⟩·1 for b = a_p† and x = a_r gives ⟨a_p†a_r⟩ = Σ_j U_pj* U_rj/(1+e^ω_j), where 1/(1+e^ω_j) is the Fermi occupation of eigenmode j. Replacing the interacting Hamiltonian by a one-body H is the physical approximation that the hypotheses leave to you.

**Q:** Do matrices satisfying your relations exist at all?

**A:** Here are two modes on four occupation states, checked entry by entry. The −1 is the fermionic sign from passing the first mode.

```lean
/-- Annihilation matrices of two fermionic modes on the four occupation states. -/
def twoModes : Fin 2 → Matrix (Fin 4) (Fin 4) ℂ :=
  ![!![0, 0, 1, 0; 0, 0, 0, 1; 0, 0, 0, 0; 0, 0, 0, 0],
    !![0, 1, 0, 0; 0, 0, 0, 0; 0, 0, 0, -1; 0, 0, 0, 0]]

/-- The explicit two-mode matrices satisfy the canonical anticommutation relations. -/
theorem isCAR_witness : IsCAR twoModes := by
  constructor <;> intro p q <;> fin_cases p <;> fin_cases q <;> ext i j <;>
    fin_cases i <;> fin_cases j <;>
    simp only [Matrix.add_apply, Matrix.mul_apply, Matrix.conjTranspose_apply,
      Fin.sum_univ_four] <;>
    simp [twoModes]

end

end ThermalWick
```

```lean
#print axioms ThermalWick.wick_four
```

```
'ThermalWick.wick_four' depends on axioms: [propext, Classical.choice, Quot.sound]
```
